# The one-band Gutzwiller factor lies in $[0,1]$ for nonnegative configuration probabilities and equals one exactly at the uncorrelated double occupancy

Electrons in a narrow band hop between lattice sites and repel each other when two of them share a site. With one orbital per site there are four local configurations: empty, occupied by spin $\sigma$ alone, occupied by spin $-\sigma$ alone, and doubly occupied. Repulsion lowers the probability $d$ of double occupancy, and this hinders hopping. The Gutzwiller approximation accounts for it by multiplying the kinetic energy of spin $\sigma$ by a factor $q$ built from the four probabilities. For a homogeneous one-band Hubbard model $q$ is also read as the weight of the quasiparticle pole of the one-particle Green's function, whose total spectral weight in Lehmann form is one. This raises the question whether $q$ always lies in $[0,1]$, and for which $d$ the pole carries all of the weight.

## Configuration probabilities and the factor

Let $a$ be the mean occupation of spin $\sigma$ and $b$ that of spin $-\sigma$. Spin $\sigma$ is present either alone or in a pair, so the probability of finding it alone is $p_a=a-d$, and likewise $p_b=b-d$. The four probabilities add to one, which gives $h=1-p_a-p_b-d=1-a-b+d$ for the empty site.

```lean
import Mathlib

open Real

namespace GutzwillerFactor

noncomputable section
```

In Lean $h$ is `emptyProb a b d`, while $p_a$ and $p_b$ are `singleProb a d` and `singleProb b d`. All arguments are real numbers.

```lean
/-- Probability that the site is empty, for spin occupations `a`, `b` and double occupancy `d`. -/
def emptyProb (a b d : ℝ) : ℝ := 1 - a - b + d

/-- Probability that the site holds only an electron of the spin whose occupation is `n`,
for double occupancy `d`. -/
def singleProb (n d : ℝ) : ℝ := n - d
```

An electron of spin $\sigma$ enters a site either by turning empty into singly occupied, with weight $\sqrt{hp_a}$, or by joining the opposite spin, with weight $\sqrt{p_bd}$. The factor is
$$q=\frac{\left(\sqrt{hp_a}+\sqrt{p_bd}\right)^2}{a(1-a)},$$
where the denominator is the value that the numerator takes for independent spins. This formula is the definition `factor a b d`, and the factor for the other spin is `factor b a d`. It is postulated: no Hamiltonian, lattice, projected wave function or Green's function appears in the file, and all sites are taken as equivalent, with one orbital and a fixed spin axis.

```lean
/-- Gutzwiller factor for the spin with occupation `a`, when the opposite spin has
occupation `b` and the double occupancy is `d`. -/
def factor (a b d : ℝ) : ℝ :=
  (√(emptyProb a b d * singleProb a d) + √(singleProb b d * d)) ^ 2 / (a * (1 - a))
```

The range $\max(0,a+b-1)\le d\le\min(a,b)$ is called admissible. Lean assigns zero to the root of a negative number and to a quotient by zero; admissibility together with $0<a<1$ keeps $q$ clear of both conventions.

```lean
/-- The range `max(0, a + b - 1) ≤ d ≤ min(a, b)` of the double occupancy. -/
def Admissible (a b d : ℝ) : Prop := max 0 (a + b - 1) ≤ d ∧ d ≤ min a b
```

## (a) The admissible range is positivity of the probabilities

Show that, for any real $a$, $b$, $d$, the value $d$ is admissible exactly when $h$, $p_a$, $p_b$ and $d$ are all nonnegative.

The lower bound says $0\le d$ and $a+b-1\le d$, and the second of these is $h\ge0$. The upper bound says $d\le a$ and $d\le b$, which are $p_a\ge0$ and $p_b\ge0$. Each step is an equivalence. In `admissible_iff` the rewrites `max_le_iff` and `le_min_iff` split the two bounds, and `linarith` rearranges each inequality.

```lean
/-- The double occupancy is in the admissible range exactly when the probabilities of the four
local configurations are all nonnegative. -/
theorem admissible_iff (a b d : ℝ) :
    Admissible a b d ↔
      0 ≤ emptyProb a b d ∧ 0 ≤ singleProb a d ∧ 0 ≤ singleProb b d ∧ 0 ≤ d := by
  unfold Admissible emptyProb singleProb
  rw [max_le_iff, le_min_iff]
  constructor
  · rintro ⟨⟨h1, h2⟩, h3, h4⟩
    exact ⟨by linarith, by linarith, by linarith, h1⟩
  · rintro ⟨h1, h2, h3, h4⟩
    exact ⟨⟨h4, by linarith⟩, by linarith, by linarith⟩
```

## (b) Independent spins are admissible

Show that $d=ab$ is admissible when $0\le a\le1$ and $0\le b\le1$.

At $d=ab$, the double occupancy of statistically independent spins, the probabilities factorise:
$$h=(1-a)(1-b),\qquad p_a=a(1-b),\qquad p_b=b(1-a),\qquad d=ab.$$
Each is a product of nonnegative numbers, so (a) applies. The first three products are `h1`, `h2` and `h3` in the proof, and `nlinarith` expands them. The equality case found in (f) therefore lies inside the allowed range.

```lean
/-- For occupations in `[0, 1]` the uncorrelated double occupancy `a b` is admissible. -/
theorem uncorrelated_admissible {a b : ℝ} (ha0 : 0 ≤ a) (ha1 : a ≤ 1) (hb0 : 0 ≤ b)
    (hb1 : b ≤ 1) : Admissible a b (a * b) := by
  rw [admissible_iff]
  unfold emptyProb singleProb
  have h1 := mul_nonneg (sub_nonneg.2 ha1) (sub_nonneg.2 hb1)
  have h2 := mul_nonneg ha0 (sub_nonneg.2 hb1)
  have h3 := mul_nonneg hb0 (sub_nonneg.2 ha1)
  exact ⟨by nlinarith, by nlinarith, by nlinarith, mul_nonneg ha0 hb0⟩
```

## (c) A two-term Lagrange identity

For nonnegative reals $w,x,y,z$, show that
$$(w+y)(x+z)-\left(\sqrt{wx}+\sqrt{yz}\right)^2=\left(\sqrt{wz}-\sqrt{xy}\right)^2.$$

Write $W,X,Y,Z$ for the square roots of $w,x,y,z$. Nonnegativity gives $\sqrt{wx}=WX$, and so on, as well as $w=W^2$. The left side is
$$(W^2+Y^2)(X^2+Z^2)-(WX+YZ)^2=W^2Z^2+X^2Y^2-2WXYZ,$$
because $W^2X^2$ and $Y^2Z^2$ cancel, and this is $(WZ-XY)^2$. In Lean `Real.sqrt_mul` splits the roots of products, `Real.sq_sqrt` rewrites the first product in terms of squared roots, and `linear_combination h` does the expansion.

```lean
/-- Two-term Lagrange identity for the square roots of four nonnegative weights. -/
theorem lagrange_sqrt {w x y z : ℝ} (hw : 0 ≤ w) (hx : 0 ≤ x) (hy : 0 ≤ y) (hz : 0 ≤ z) :
    (w + y) * (x + z) - (√(w * x) + √(y * z)) ^ 2 = (√(w * z) - √(x * y)) ^ 2 := by
  rw [Real.sqrt_mul hw x, Real.sqrt_mul hy z, Real.sqrt_mul hw z, Real.sqrt_mul hx y]
  have h : (w + y) * (x + z) = ((√w) ^ 2 + (√y) ^ 2) * ((√x) ^ 2 + (√z) ^ 2) := by
    rw [Real.sq_sqrt hw, Real.sq_sqrt hx, Real.sq_sqrt hy, Real.sq_sqrt hz]
  linear_combination h
```

## (d) The local density correlation

Show that $hd-p_ap_b=d-ab$ for all real $a,b,d$.

Expanding,
$$(1-a-b+d)d-(a-d)(b-d)=(d-ad-bd+d^2)-(ab-ad-bd+d^2)=d-ab.$$
The right side is the covariance of the two spin occupation numbers on the site. After unfolding the definitions, `ring` performs the same expansion.

```lean
/-- The product of the empty and double probabilities minus the product of the two single
probabilities is the deviation `d - a b` from the uncorrelated double occupancy. -/
theorem correlation_identity (a b d : ℝ) :
    emptyProb a b d * d - singleProb a d * singleProb b d = d - a * b := by
  unfold emptyProb singleProb
  ring
```

## (e) The deficit from one is a square

For $0<a<1$ and admissible $d$, show that
$$1-q=\frac{\left(\sqrt{hd}-\sqrt{p_ap_b}\right)^2}{a(1-a)}.$$

Take $w=h$, $x=p_a$, $y=p_b$, $z=d$ in (c), which (a) permits. Spin $\sigma$ is absent with probability $h+p_b=1-a$ and present with probability $p_a+d=a$, so
$$a(1-a)-\left(\sqrt{hp_a}+\sqrt{p_bd}\right)^2=\left(\sqrt{hd}-\sqrt{p_ap_b}\right)^2.$$
Dividing by $a(1-a)>0$ gives the claim. The condition $0<a<1$ excludes an empty or full band of spin $\sigma$, in which that spin cannot hop. The proof applies `lagrange_sqrt he hpa hpb hd0`, records the product $a(1-a)$ as `hD`, multiplies out the denominator with `eq_div_iff`, and closes with `linear_combination h - hD`.

```lean
/-- The deficit of the Gutzwiller factor from one is a perfect square divided by `a (1 - a)`. -/
theorem one_sub_factor {a b d : ℝ} (ha0 : 0 < a) (ha1 : a < 1) (hd : Admissible a b d) :
    1 - factor a b d =
      (√(emptyProb a b d * d) - √(singleProb a d * singleProb b d)) ^ 2 / (a * (1 - a)) := by
  obtain ⟨he, hpa, hpb, hd0⟩ := (admissible_iff a b d).1 hd
  have hne : a * (1 - a) ≠ 0 := (mul_pos ha0 (sub_pos.2 ha1)).ne'
  have h := lagrange_sqrt he hpa hpb hd0
  -- the spin is absent with probability `1 - a` and present with probability `a`
  have hD : (emptyProb a b d + singleProb b d) * (singleProb a d + d) = a * (1 - a) := by
    unfold emptyProb singleProb
    ring
  unfold factor
  rw [eq_div_iff hne, sub_mul, div_mul_cancel₀ _ hne]
  linear_combination h - hD
```

## (f) Bound and equality case at any spin polarisation

For $0<a<1$ and admissible $d$, show that $0\le q\le1$, and that $q=1$ exactly when $d=ab$.

Both $q$ and, by (e), $1-q$ are squares divided by a positive number, which gives the two bounds. Next, $q=1$ holds exactly when the numerator in (e) vanishes, that is when $\sqrt{hd}=\sqrt{p_ap_b}$. Both radicands are nonnegative, so this is equivalent to $hd=p_ap_b$, and by (d) to $d=ab$. Consequently $q<1$ for every admissible $d\ne ab$, above the uncorrelated value as well as below it.

The expression `Set.Icc (0 : ℝ) 1` is the closed interval. No separate hypothesis on $b$ is made, since admissibility already gives $0\le d\le b$ and $a+b-1\le d\le a$, hence $0\le b\le1$. The long rewrite follows the chain above: a quotient vanishes when its numerator does, a square when its base does, and `Real.sqrt_inj` removes the roots before `correlation_identity` is used.

```lean
/-- For any spin polarisation, with `0 < a < 1` and admissible `d`, the Gutzwiller factor lies
in `[0, 1]` and equals one exactly when `d = a b`. -/
theorem factor_mem_Icc_and_eq_one_iff {a b d : ℝ} (ha0 : 0 < a) (ha1 : a < 1)
    (hd : Admissible a b d) :
    factor a b d ∈ Set.Icc (0 : ℝ) 1 ∧ (factor a b d = 1 ↔ d = a * b) := by
  obtain ⟨he, hpa, hpb, hd0⟩ := (admissible_iff a b d).1 hd
  have hD : 0 < a * (1 - a) := mul_pos ha0 (sub_pos.2 ha1)
  have hdef := one_sub_factor ha0 ha1 hd
  have hnn : 0 ≤ 1 - factor a b d := by
    rw [hdef]
    exact div_nonneg (sq_nonneg _) hD.le
  refine ⟨⟨div_nonneg (sq_nonneg _) hD.le, by linarith⟩, ?_⟩
  have h1 : factor a b d = 1 ↔ 1 - factor a b d = 0 := by
    constructor <;> intro h <;> linarith
  -- the deficit vanishes exactly when the two products of probabilities agree
  rw [h1, hdef, div_eq_zero_iff, or_iff_left hD.ne', pow_eq_zero_iff two_ne_zero, sub_eq_zero,
    Real.sqrt_inj (mul_nonneg he hd0) (mul_nonneg hpa hpb)]
  have key := correlation_identity a b d
  constructor <;> intro h <;> linarith
```

## (g) The paramagnet at any filling

Let both spins have occupation $m$ with $0<m<1$, let $\max(0,2m-1)\le d\le m$, and set $p=m-d$, $h=1-2m+d$. Show that $(\sqrt{hp}+\sqrt{pd})^2/(m(1-m))$ lies in $[0,1]$ and equals one exactly when $d=m^2$.

Put $a=b=m$ in (f). Then $p_a=p_b=p$, the range becomes the stated one because $\min(m,m)=m$, and $ab=m^2$. The filling is $2m$ electrons per site, anywhere strictly between zero and two. The Lean statement is written without the definitions: `p` and `h` are real variables fixed by the hypotheses `hp` and `hh`. The proof identifies the expression with `factor m m d`, turns `hlo` and `hhi` into `Admissible m m d`, and calls (f).

```lean
/-- Paramagnetic case at any filling: for `0 < m < 1`, `max(0, 2m - 1) ≤ d ≤ m`, `p = m - d` and
`h = 1 - 2m + d`, the factor `(√(h p) + √(p d))² / (m (1 - m))` lies in `[0, 1]` and equals one
exactly when `d = m²`. -/
theorem paramagnetic_factor {m d p h : ℝ} (hm0 : 0 < m) (hm1 : m < 1)
    (hlo : max 0 (2 * m - 1) ≤ d) (hhi : d ≤ m) (hp : p = m - d) (hh : h = 1 - 2 * m + d) :
    (√(h * p) + √(p * d)) ^ 2 / (m * (1 - m)) ∈ Set.Icc (0 : ℝ) 1 ∧
      ((√(h * p) + √(p * d)) ^ 2 / (m * (1 - m)) = 1 ↔ d = m ^ 2) := by
  have e : (√(h * p) + √(p * d)) ^ 2 / (m * (1 - m)) = factor m m d := by
    rw [hp, hh]
    unfold factor emptyProb singleProb
    rw [show 1 - 2 * m + d = 1 - m - m + d by ring]
  have hd : Admissible m m d := by
    unfold Admissible
    rw [min_self, show m + m - 1 = 2 * m - 1 by ring]
    exact ⟨hlo, hhi⟩
  rw [e, sq m]
  exact factor_mem_Icc_and_eq_one_iff hm0 hm1 hd
```

## (h) Where the paramagnetic factor vanishes

For $a=b=m$, $0<m<1$ and admissible $d$, show that $q=0$ exactly when $d=m$, or when $m=\tfrac12$ and $d=0$.

With $p$ and $h$ as in (g), $q=0$ means $\sqrt{hp}+\sqrt{pd}=0$. Both roots are nonnegative, so both vanish, which gives $hp=0$ and $pd=0$. Either $p=0$, which is $d=m$, or $h=0$ and $d=0$, which forces $1-2m=0$. Conversely, $p=0$ annihilates both products, and so does $h=d=0$. In the first case every electron is paired on a site, and in the second every site holds exactly one electron. The auxiliary statement `hsum` splits the sum of roots, `mul_eq_zero` splits each product, and the four branches of the forward direction are the combinations of vanishing factors.

```lean
/-- The paramagnetic Gutzwiller factor vanishes exactly when `d = m`, or at half filling
`m = 1/2` with `d = 0`. -/
theorem paramagnetic_factor_eq_zero_iff {m d : ℝ} (hm0 : 0 < m) (hm1 : m < 1)
    (hd : Admissible m m d) :
    factor m m d = 0 ↔ d = m ∨ (m = 1 / 2 ∧ d = 0) := by
  obtain ⟨he, hp, -, hd0⟩ := (admissible_iff m m d).1 hd
  have hD : 0 < m * (1 - m) := mul_pos hm0 (sub_pos.2 hm1)
  -- both hopping amplitudes are nonnegative, so both must vanish
  have hsum : ∀ x y : ℝ, √x + √y = 0 ↔ √x = 0 ∧ √y = 0 := by
    intro x y
    have hx := Real.sqrt_nonneg x
    have hy := Real.sqrt_nonneg y
    constructor
    · intro h
      exact ⟨by linarith, by linarith⟩
    · rintro ⟨h1, h2⟩
      linarith
  unfold factor
  rw [div_eq_zero_iff, or_iff_left hD.ne', pow_eq_zero_iff two_ne_zero, hsum,
    Real.sqrt_eq_zero (mul_nonneg he hp), Real.sqrt_eq_zero (mul_nonneg hp hd0),
    mul_eq_zero, mul_eq_zero]
  unfold emptyProb singleProb
  constructor
  · rintro ⟨h1 | h1, h2 | h2⟩
    · exact Or.inl (by linarith)
    · exact Or.inr ⟨by linarith, h2⟩
    · exact Or.inl (by linarith)
    · exact Or.inl (by linarith)
  · rintro (h | ⟨h1, h2⟩)
    · exact ⟨Or.inr (by linarith), Or.inl (by linarith)⟩
    · exact ⟨Or.inl (by linarith), Or.inr h2⟩
```

## (i) Half filling

For $a=b=\tfrac12$ and admissible $d$, meaning $0\le d\le\tfrac12$, show that $q=8d(1-2d)$.

Here $h=d$ and $p=\tfrac12-d$, so the two roots coincide and
$$q=\frac{\left(2\sqrt{pd}\right)^2}{1/4}=16\,d\left(\tfrac12-d\right)=8d(1-2d).$$
This gives $q=1$ at $d=\tfrac14$ and $q=0$ at $d=0$ and $d=\tfrac12$, in agreement with (g) and (h). The proof shows $h=d$ as `he`, obtains $(\sqrt{pd})^2=pd$ as `hs`, and the coefficient in `linear_combination 16 * hs` is the 16 above.

```lean
/-- At half filling without spin polarisation the Gutzwiller factor is `8 d (1 - 2 d)`. -/
theorem factor_half_filling {d : ℝ} (hd : Admissible (1 / 2) (1 / 2) d) :
    factor (1 / 2) (1 / 2) d = 8 * d * (1 - 2 * d) := by
  obtain ⟨-, hp, -, hd0⟩ := (admissible_iff _ _ d).1 hd
  -- empty and doubly occupied sites are equally likely
  have he : emptyProb (1 / 2) (1 / 2) d = d := by
    unfold emptyProb
    ring
  have hs := Real.sq_sqrt (mul_nonneg hp hd0)
  unfold factor
  rw [he, mul_comm d (singleProb (1 / 2) d)]
  unfold singleProb at hs ⊢
  linear_combination 16 * hs
```

## (j) No double occupancy

For $0<a<1$ and $d=0$ admissible, show that $q=(1-a-b)/(1-a)$.

Admissibility of $d=0$ amounts to $b\ge0$ and $a+b\le1$, a filling of at most one electron per site. The second root vanishes, $h=1-a-b$ and $p_a=a$, so
$$q=\frac{(1-a-b)\,a}{a(1-a)}=\frac{1-a-b}{1-a}.$$
This is the probability that a site is empty given that spin $\sigma$ is absent from it. Lean removes the second root with `Real.sqrt_zero`, squares the first with `hs`, and compares the fractions by cross-multiplying.

```lean
/-- With no double occupancy the Gutzwiller factor is `(1 - a - b) / (1 - a)`. -/
theorem factor_no_double_occupancy {a b : ℝ} (ha0 : 0 < a) (ha1 : a < 1)
    (hd : Admissible a b 0) :
    factor a b 0 = (1 - a - b) / (1 - a) := by
  obtain ⟨he, hpa, -, -⟩ := (admissible_iff a b 0).1 hd
  have h1 : 0 < 1 - a := sub_pos.2 ha1
  have hD : 0 < a * (1 - a) := mul_pos ha0 h1
  have hs := Real.sq_sqrt (mul_nonneg he hpa)
  unfold factor
  rw [mul_zero, Real.sqrt_zero, add_zero, hs]
  unfold emptyProb singleProb
  rw [div_eq_div_iff hD.ne' h1.ne']
  ring

end

end GutzwillerFactor
```

```lean
#print axioms GutzwillerFactor.paramagnetic_factor
#print axioms GutzwillerFactor.paramagnetic_factor_eq_zero_iff
#print axioms GutzwillerFactor.factor_half_filling
#print axioms GutzwillerFactor.factor_no_double_occupancy
```

```
'GutzwillerFactor.paramagnetic_factor' depends on axioms: [propext, Classical.choice, Quot.sound]
'GutzwillerFactor.paramagnetic_factor_eq_zero_iff' depends on axioms: [propext, Classical.choice, Quot.sound]
'GutzwillerFactor.factor_half_filling' depends on axioms: [propext, Classical.choice, Quot.sound]
'GutzwillerFactor.factor_no_double_occupancy' depends on axioms: [propext, Classical.choice, Quot.sound]
```

## Minimising the energy over the double occupancy

The energy function used here lies beyond what the theorems treat. For a homogeneous paramagnet with on-site repulsion $U\ge0$, a Gutzwiller calculation minimises the energy per site $E(d)=q(d)\,\varepsilon+Ud$ at fixed $m$, where $\varepsilon<0$ is the kinetic energy per site of the non-interacting state, summed over spins. Restricting the search to $[\max(0,2m-1),\,m]$ keeps every radicand nonnegative by (a), up to rounding at the end points. For $U=0$ the minimum sits where $q$ is largest, at $d=m^2$ by (g). At half filling, (i) gives $E'(d)=8\varepsilon(1-4d)+U$, so with $u=U/(8|\varepsilon|)\le1$ the minimum is at $d=(1-u)/4$, where $q=1-u^2$. When $q$ is close to one, the form in (e) evaluates $1-q$ without subtracting $q$ from one, which reduces the cancellation but does not remove it, since the two roots in the numerator are then nearly equal.
